# A Bethe–Salpeter matrix with real energies, nonzero real weights and a Hermitian kernel has a conjugation-symmetric spectrum, which is real if the weights are positive

Each sampled electron–hole transition $i$ carries a single signed real weight $F_i$, the product of its Brillouin-zone quadrature weight and its occupation difference. Together with real transition energies $E_i$ and an interaction kernel $K$, these weights define the matrix

$$H = E + FK,\qquad H_{ij} = E_i\,\delta_{ij} + F_i K_{ij},$$

where $E$ and $F$ also denote the diagonal matrices with entries $E_i$ and $F_i$. A discretised Brillouin-zone integral first puts the quadrature weight to the right of the kernel. Absorbing a nonzero quadrature weight into the exciton amplitude moves it to the left, which gives the form above.

$H$ is generally not Hermitian, even when $K$ is. For this finite model with an energy-independent Hermitian kernel, positive weights nevertheless allow the exciton energies to be computed from a Hermitian matrix, while weights of mixed sign can produce complex energies.

The transitions are labelled by a finite type `n`. It has no further structure: bands, spins and k-points are all contained in the label.

```lean
import Mathlib

open Matrix

namespace BetheSalpeterSampling

noncomputable section

variable {n : Type*} [Fintype n] [DecidableEq n]
```

## Energies, weights and the symmetrised matrix

A list of real numbers $d_i$ becomes a complex diagonal matrix with entries $d_i\,\delta_{ij}$.

```lean
/-- The diagonal complex matrix with the real entries `d`. -/
def realDiag (d : n → ℝ) : Matrix n n ℂ := Matrix.diagonal fun i => (d i : ℂ)
```

With this embedding, $H = E + FK$ is written directly. The energies and weights are real by their type, so quasiparticle lifetimes are excluded. The kernel is an arbitrary complex matrix here, and its Hermiticity enters later as a hypothesis.

```lean
/-- The Bethe-Salpeter matrix `E + F K` with transition energies `E`, signed sampling
weights `F` and interaction kernel `K`. -/
def bse (E F : n → ℝ) (K : Matrix n n ℂ) : Matrix n n ℂ :=
  realDiag E + realDiag F * K
```

The weights are split into magnitude and sign. The magnitude enters through $S = \sqrt{|F|}$, with diagonal entries $S_i = \sqrt{|F_i|}$.

```lean
/-- The diagonal matrix `S` of square roots of the absolute weights. -/
def rootWeight (F : n → ℝ) : Matrix n n ℂ := realDiag fun i => Real.sqrt |F i|
```

The sign enters through $\eta$, with entries $\eta_i = \operatorname{sign}F_i$. A vanishing weight has $\eta_i = 0$.

```lean
/-- The diagonal matrix `η` of the signs of the weights. -/
def signature (F : n → ℝ) : Matrix n n ℂ := realDiag fun i => Real.sign (F i)
```

The symmetrised matrix distributes the magnitude of the weights over both sides of the kernel:

$$M = E + \eta SKS,\qquad M_{ij} = E_i\,\delta_{ij} + \eta_i\sqrt{|F_i|}\,K_{ij}\sqrt{|F_j|}.$$

```lean
/-- The symmetrised Bethe-Salpeter matrix `M = E + η S K S`. -/
def symBse (E F : n → ℝ) (K : Matrix n n ℂ) : Matrix n n ℂ :=
  realDiag E + signature F * (rootWeight F * K * rootWeight F)
```

Excitation energies are the zeros of the secular determinant $\det(z-A)$, where $A$ is the matrix in question and $z$ is a complex energy.

```lean
/-- The secular determinant `det (z - A)`. -/
def secular (A : Matrix n n ℂ) (z : ℂ) : ℂ := (z • (1 : Matrix n n ℂ) - A).det
```

Two elementary properties of real diagonal matrices are needed. First, $d_i^* = d_i$ makes such a matrix equal to its adjoint.

```lean
omit [Fintype n] in
/-- A diagonal matrix with real entries is Hermitian. -/
theorem realDiag_isHermitian (d : n → ℝ) : (realDiag d)ᴴ = realDiag d := by
  rw [realDiag, Matrix.diagonal_conjTranspose]
  exact congrArg Matrix.diagonal (funext fun i => Complex.conj_ofReal (d i))
```

Second, its determinant is $\prod_i d_i$, which is nonzero when every $d_i$ is nonzero.

```lean
/-- A real diagonal matrix whose diagonal entries are all nonzero has nonzero determinant. -/
theorem realDiag_det_ne_zero {d : n → ℝ} (hd : ∀ i, d i ≠ 0) :
    (realDiag d).det ≠ 0 := by
  rw [realDiag, Matrix.det_diagonal, Finset.prod_ne_zero_iff]
  exact fun i _ => Complex.ofReal_ne_zero.2 (hd i)
```

## Similarity of $H$ and $M$

For either sign of $F_i$,

$$\sqrt{|F_i|}\,\operatorname{sign}(F_i)\sqrt{|F_i|} = |F_i|\operatorname{sign}(F_i) = F_i,$$

so $F = S\eta S$. Since diagonal matrices commute, $ES = SE$, and therefore

$$HS = ES + FKS = SE + S\eta SKS = S(E+\eta SKS) = SM.$$

If no weight vanishes, $S$ is invertible and $S^{-1}HS = M$.

```lean
/-- If no weight vanishes, `S` is invertible and `S⁻¹ (E + F K) S = E + η S K S`. -/
theorem bse_similar (E : n → ℝ) {F : n → ℝ} (hF : ∀ i, F i ≠ 0) (K : Matrix n n ℂ) :
    IsUnit (rootWeight F).det ∧
      (rootWeight F)⁻¹ * bse E F K * rootWeight F = symBse E F K := by
  have hu : IsUnit (rootWeight F).det := isUnit_iff_ne_zero.2
    (realDiag_det_ne_zero fun i => (Real.sqrt_pos.2 (abs_pos.2 (hF i))).ne')
  -- the weights factorise as F = S η S
  have hf : rootWeight F * signature F * rootWeight F = realDiag F := by
    simp only [rootWeight, signature, realDiag, Matrix.diagonal_mul_diagonal]
    refine congrArg Matrix.diagonal (funext fun i => ?_)
    have hr : Real.sqrt |F i| * Real.sign (F i) * Real.sqrt |F i| = F i := by
      have hs := Real.mul_self_sqrt (abs_nonneg (F i))
      rcases lt_or_gt_of_ne (hF i) with h | h
      · rw [Real.sign_of_neg h]
        have ha := abs_of_neg h
        linarith
      · rw [Real.sign_of_pos h]
        have ha := abs_of_pos h
        linarith
    exact_mod_cast hr
  have hc : realDiag E * rootWeight F = rootWeight F * realDiag E := by
    simp only [rootWeight, realDiag, Matrix.diagonal_mul_diagonal]
    exact congrArg Matrix.diagonal (funext fun i => mul_comm _ _)
  have hi : bse E F K * rootWeight F = rootWeight F * symBse E F K := by
    rw [bse, symBse, add_mul, mul_add, hc, ← hf]
    noncomm_ring
  refine ⟨hu, ?_⟩
  rw [mul_assoc, hi, ← mul_assoc, Matrix.nonsing_inv_mul _ hu, one_mul]
```

The hypothesis `hF` says that every weight is nonzero. Physically, transitions with no quadrature weight or no occupation difference have been removed from the list. The conclusion has two parts: the determinant of $S$ is a unit, which makes the inverse a genuine one, and the similarity relation holds. The kernel need not be Hermitian at this stage. In the proof, `hf` is the factorisation of $F$, checked separately for negative and positive entries, `hc` is the commutation of $E$ with $S$, and `hi` is the relation $HS = SM$.

## Hermiticity with respect to the signs

Multiplying $M$ by $\eta$ removes the signs from the interaction term. Where $F_i\neq0$, $\eta_i^2 = 1$; where $F_i=0$, $S_i=0$. In both cases $\eta_i^2S_i=S_i$, so

$$\eta M = \eta E + \eta^2SKS = \eta E + SKS.$$

For $K^\dagger = K$, both terms are Hermitian:

$$(\eta E)^\dagger = E\eta = \eta E,\qquad (SKS)^\dagger = SK^\dagger S = SKS.$$

```lean
/-- For a Hermitian kernel, `η M` is Hermitian. -/
theorem signature_mul_symBse_isHermitian (E F : n → ℝ) {K : Matrix n n ℂ}
    (hK : K.IsHermitian) : (signature F * symBse E F K).IsHermitian := by
  have he : signature F * signature F * rootWeight F = rootWeight F := by
    simp only [rootWeight, signature, realDiag, Matrix.diagonal_mul_diagonal]
    refine congrArg Matrix.diagonal (funext fun i => ?_)
    have hr : Real.sign (F i) * Real.sign (F i) * Real.sqrt |F i| = Real.sqrt |F i| := by
      rcases lt_trichotomy (F i) 0 with h | h | h
      · simp [Real.sign_of_neg h]
      · simp [h]
      · simp [Real.sign_of_pos h]
    exact_mod_cast hr
  have hc : realDiag E * signature F = signature F * realDiag E := by
    simp only [signature, realDiag, Matrix.diagonal_mul_diagonal]
    exact congrArg Matrix.diagonal (funext fun i => mul_comm _ _)
  -- the signs cancel in the interaction term
  have h : signature F * symBse E F K
      = signature F * realDiag E + rootWeight F * K * rootWeight F := by
    calc signature F * symBse E F K
        = signature F * realDiag E
          + signature F * signature F * rootWeight F * K * rootWeight F := by
          rw [symBse]
          noncomm_ring
      _ = _ := by rw [he]
  have h1 : (signature F)ᴴ = signature F := realDiag_isHermitian _
  have h2 : (rootWeight F)ᴴ = rootWeight F := realDiag_isHermitian _
  unfold Matrix.IsHermitian
  rw [h, Matrix.conjTranspose_add, Matrix.conjTranspose_mul, Matrix.conjTranspose_mul,
    Matrix.conjTranspose_mul, h1, h2, realDiag_isHermitian, hK.eq, hc, mul_assoc]
```

Here `hK` is the Hermiticity of the kernel. It is assumed, not derived from a microscopic interaction. No condition on the weights appears, because `he` proves $\eta^2S=S$ for negative, zero and positive entries alike. The last rewriting takes the adjoint term by term, as above.

## Complex energies come in conjugate pairs

For a Hermitian kernel, the adjoint of $H$ is $H^\dagger = E + KF$, so

$$HF = EF + FKF = F(E+KF) = FH^\dagger.$$

Subtracting this from $z^*F$ gives

$$(z^*-H)F = F(z-H)^\dagger.$$

Taking determinants, and using $\det A^\dagger = (\det A)^*$,

$$\det(z^*-H)\det F = \det F\,[\det(z-H)]^*.$$

Since no weight vanishes, $\det F\neq0$ can be cancelled, leaving $\det(z^*-H) = [\det(z-H)]^*$.

```lean
/-- For nonvanishing weights and a Hermitian kernel, the secular determinant at the
conjugate energy is the conjugate of the secular determinant. -/
theorem secular_conj (E : n → ℝ) {F : n → ℝ} (hF : ∀ i, F i ≠ 0) {K : Matrix n n ℂ}
    (hK : K.IsHermitian) (z : ℂ) :
    secular (bse E F K) (star z) = star (secular (bse E F K) z) := by
  have hc : realDiag E * realDiag F = realDiag F * realDiag E := by
    simp only [realDiag, Matrix.diagonal_mul_diagonal]
    exact congrArg Matrix.diagonal (funext fun i => mul_comm _ _)
  -- F intertwines the matrix with its adjoint
  have hH : bse E F K * realDiag F = realDiag F * (bse E F K)ᴴ := by
    rw [bse, Matrix.conjTranspose_add, Matrix.conjTranspose_mul, realDiag_isHermitian,
      realDiag_isHermitian, hK.eq, add_mul, mul_add, hc, mul_assoc]
  have h : (star z • (1 : Matrix n n ℂ) - bse E F K) * realDiag F
      = realDiag F * (z • (1 : Matrix n n ℂ) - bse E F K)ᴴ := by
    rw [Matrix.conjTranspose_sub, Matrix.conjTranspose_smul, Matrix.conjTranspose_one,
      sub_mul, mul_sub, hH, smul_mul_assoc, mul_smul_comm, one_mul, mul_one]
  have hd := congrArg Matrix.det h
  rw [Matrix.det_mul, Matrix.det_mul, Matrix.det_conjTranspose] at hd
  exact mul_right_cancel₀ (realDiag_det_ne_zero hF) (hd.trans (mul_comm _ _))
```

In Lean, `star z` is the complex conjugate $z^*$. The step `hH` is the intertwining relation $HF=FH^\dagger$, `h` is its version with the energy included, and `hd` is the resulting determinant equation.

To pass from determinants to eigenvalues, recall that $z$ belongs to the spectrum of $A$ exactly when $z-A$ has no inverse, which for a finite matrix means $\det(z-A)=0$.

```lean
/-- The spectrum of a matrix is the zero set of its secular determinant. -/
theorem mem_spectrum_iff (A : Matrix n n ℂ) (z : ℂ) :
    z ∈ spectrum ℂ A ↔ secular A z = 0 := by
  rw [spectrum.mem_iff, Matrix.isUnit_iff_isUnit_det, isUnit_iff_ne_zero, not_not,
    Algebra.algebraMap_eq_smul_one, secular]
```

The determinant at $z^*$ is the conjugate of the determinant at $z$, so one vanishes exactly when the other does. Thus $z^*$ is an eigenvalue of $H$ if and only if $z$ is.

```lean
/-- For nonvanishing weights and a Hermitian kernel, the Bethe-Salpeter spectrum is
symmetric under complex conjugation. -/
theorem bse_spectrum_conj (E : n → ℝ) {F : n → ℝ} (hF : ∀ i, F i ≠ 0)
    {K : Matrix n n ℂ} (hK : K.IsHermitian) (z : ℂ) :
    star z ∈ spectrum ℂ (bse E F K) ↔ z ∈ spectrum ℂ (bse E F K) := by
  rw [mem_spectrum_iff, mem_spectrum_iff, secular_conj E hF hK, star_eq_zero]
```

This theorem concerns the spectrum as a set. The determinant identity behind it is stronger: it holds for every $z$, so conjugate zeros of the characteristic polynomial also have equal algebraic multiplicity.

## Non-real energies need zero signed norm

Let $K$ be Hermitian and $Mx=zx$, and write $q=x^\dagger\eta x=\sum_i\eta_i|x_i|^2$ for the signed norm of $x$. Then

$$x^\dagger\eta Mx = z\,x^\dagger\eta x = zq.$$

Both $\eta M$ and $\eta$ are Hermitian, so $zq$ and $q$ are real. Hence $zq = (zq)^* = z^*q$, or $(z-z^*)q=0$. If $z$ is not real, $q=0$.

```lean
/-- For a Hermitian kernel, an eigenvector `x` of `M` whose eigenvalue is not real has
`x† η x = 0`. -/
theorem signature_norm_eq_zero (E F : n → ℝ) {K : Matrix n n ℂ} (hK : K.IsHermitian)
    {x : n → ℂ} {z : ℂ} (hx : symBse E F K *ᵥ x = z • x) (hz : z.im ≠ 0) :
    star x ⬝ᵥ (signature F *ᵥ x) = 0 := by
  -- expectation values of Hermitian matrices are real
  have real_form : ∀ A : Matrix n n ℂ, Aᴴ = A →
      star (star x ⬝ᵥ (A *ᵥ x)) = star x ⬝ᵥ (A *ᵥ x) := by
    intro A hA
    rw [← Matrix.star_dotProduct, Matrix.star_mulVec, hA, ← Matrix.dotProduct_mulVec]
  have h1 : star x ⬝ᵥ ((signature F * symBse E F K) *ᵥ x)
      = z * (star x ⬝ᵥ (signature F *ᵥ x)) := by
    rw [← Matrix.mulVec_mulVec, hx, Matrix.mulVec_smul, dotProduct_smul, smul_eq_mul]
  have hA := real_form _ (signature_mul_symBse_isHermitian E F hK).eq
  have hq : star (star x ⬝ᵥ (signature F *ᵥ x)) = star x ⬝ᵥ (signature F *ᵥ x) :=
    real_form (signature F) (realDiag_isHermitian fun i => Real.sign (F i))
  rw [h1, star_mul', hq] at hA
  by_contra hne
  exact hz (Complex.conj_eq_iff_im.1 (mul_right_cancel₀ hne hA))
```

The hypothesis `hx` is the eigenvalue equation, and `hz` says that the imaginary part of $z$ is nonzero. Within the proof, `real_form` shows that a Hermitian matrix has real expectation values, and it is applied once to $\eta M$ and once to $\eta$. Physically, such an eigenvector has equal total $|x_i|^2$ on transitions of positive and of negative weight.

## Positive weights give real exciton energies

Suppose $K$ is Hermitian and every $F_i>0$, and let $z$ be an eigenvalue of $H$. The similarity relation gives

$$S^{-1}(z-H)S = z-M,$$

so $\det(z-M)=0$ and there is a nonzero $x$ with $Mx=zx$. If $z$ were not real, the signed norm of $x$ would vanish. But now $\eta=1$, so

$$0 = x^\dagger\eta x = \sum_i|x_i|^2,$$

which forces $x=0$, a contradiction. Therefore $z$ is real.

```lean
open scoped ComplexOrder in
/-- For positive weights and a Hermitian kernel, the Bethe-Salpeter spectrum is real. -/
theorem bse_spectrum_real (E : n → ℝ) {F : n → ℝ} (hF : ∀ i, 0 < F i)
    {K : Matrix n n ℂ} (hK : K.IsHermitian) {z : ℂ}
    (hz : z ∈ spectrum ℂ (bse E F K)) : z.im = 0 := by
  obtain ⟨hu, hs⟩ := bse_similar E (fun i => (hF i).ne') K
  -- the symmetrised matrix has the same secular determinant
  have h : (rootWeight F)⁻¹ * (z • (1 : Matrix n n ℂ) - bse E F K) * rootWeight F
      = z • (1 : Matrix n n ℂ) - symBse E F K := by
    rw [mul_sub, sub_mul, hs, mul_smul_comm, mul_one, smul_mul_assoc,
      Matrix.nonsing_inv_mul _ hu]
  rw [mem_spectrum_iff, secular] at hz
  have hd : (z • (1 : Matrix n n ℂ) - symBse E F K).det = 0 := by
    rw [← h, Matrix.det_mul, Matrix.det_mul, hz, mul_zero, zero_mul]
  obtain ⟨x, hx0, hx⟩ := Matrix.exists_mulVec_eq_zero_iff.2 hd
  rw [Matrix.sub_mulVec, Matrix.smul_mulVec, Matrix.one_mulVec, sub_eq_zero] at hx
  by_contra him
  have hq := signature_norm_eq_zero E F hK hx.symm him
  -- positive weights have trivial signature
  have hsign : (fun i => Real.sign (F i)) = fun _ => (1 : ℝ) :=
    funext fun i => Real.sign_of_pos (hF i)
  have hone : signature F = 1 := by
    rw [signature, hsign]
    simp [realDiag]
  rw [hone, Matrix.one_mulVec] at hq
  exact hx0 (dotProduct_star_self_eq_zero.1 hq)
```

The conclusion `z.im = 0` holds for every `z` in the spectrum of $H$ itself. The steps `h` and `hd` carry the singularity of $z-H$ over to $z-M$, `hone` is the statement $\eta=1$, and the last line is the contradiction with $x\neq0$. Positivity is a sufficient condition: it covers positive quadrature weights combined with positive occupation differences. The theorem concerns a fixed set of transitions and does not address convergence as the sampling is refined.

## Two degenerate transitions with opposite weights

Nonzero weights alone do not ensure real energies. Take two transitions of equal energy $e$, weights $1$ and $-1$, and real coupling $k$:

$$F=\begin{pmatrix}1&0\\0&-1\end{pmatrix},\qquad K=k\sigma_x=\begin{pmatrix}0&k\\k&0\end{pmatrix},\qquad H=\begin{pmatrix}e&k\\-k&e\end{pmatrix}.$$

From here on, $i$ is the imaginary unit, not a transition label. The secular determinant factorises:

$$\det(z-H)=(z-e)^2+k^2=(z-e-ik)(z-e+ik).$$

The spectrum is therefore $\{e+ik,\;e-ik\}$, which is non-real whenever $k\neq0$ and reduces to the single point $e$ when $k=0$.

```lean
/-- Two transitions of equal energy `e` with weights `1` and `-1` and real coupling `k`
have the spectrum `e ± i k`. -/
theorem bse_spectrum_two_level (e k : ℝ) :
    spectrum ℂ (bse ![e, e] ![1, -1] !![0, (k : ℂ); (k : ℂ), 0])
      = {(e : ℂ) + k * Complex.I, (e : ℂ) - k * Complex.I} := by
  have hm : bse ![e, e] ![1, -1] !![0, (k : ℂ); (k : ℂ), 0]
      = !![(e : ℂ), (k : ℂ); -(k : ℂ), (e : ℂ)] := by
    ext i j
    fin_cases i <;> fin_cases j <;> simp [bse, realDiag]
  ext z
  have hsec : secular !![(e : ℂ), (k : ℂ); -(k : ℂ), (e : ℂ)] z
      = (z - (e + k * Complex.I)) * (z - (e - k * Complex.I)) := by
    rw [secular, Matrix.det_fin_two]
    simp
    linear_combination (k : ℂ) ^ 2 * Complex.I_sq
  rw [hm, mem_spectrum_iff, hsec, mul_eq_zero, sub_eq_zero, sub_eq_zero,
    Set.mem_insert_iff, Set.mem_singleton_iff]

end

end BetheSalpeterSampling
```

The step `hm` multiplies out the matrix, and `hsec` is the factorisation, with $i^2=-1$ supplied by `Complex.I_sq`. Equal energies with opposite weights can represent a negative quadrature weight or a population inversion. They do not describe the usual resonant–antiresonant pair, whose transition energies have opposite signs.

Since $S=1$ here, $M=H$. For $k\neq0$, the normalised eigenvectors for $e\pm ik$ are, up to a phase, $(1,\pm i)^{T}/\sqrt2$. Their signed norm is $\tfrac12-\tfrac12=0$, as a non-real energy requires.

```lean
#print axioms BetheSalpeterSampling.bse_spectrum_conj
#print axioms BetheSalpeterSampling.bse_spectrum_real
#print axioms BetheSalpeterSampling.bse_spectrum_two_level
```

```
'BetheSalpeterSampling.bse_spectrum_conj' depends on axioms: [propext, Classical.choice, Quot.sound]
'BetheSalpeterSampling.bse_spectrum_real' depends on axioms: [propext, Classical.choice, Quot.sound]
'BetheSalpeterSampling.bse_spectrum_two_level' depends on axioms: [propext, Classical.choice, Quot.sound]
```
